# Every homogeneous one-mode bosonic Bogoliubov transformation is a phase shift, a squeezer and a phase shift

**Q:** I integrate the Heisenberg equations of one bosonic mode with a quadratic Hamiltonian and no linear drive. I end up with two complex numbers \(u\) and \(v\) in \(a\mapsto ua+va^\dagger\), and I want to report a squeezing parameter and two phases. What entitles me to do that?

**A:** The constraint \(|u|^2-|v|^2=1\). It guarantees real angles \(s,t\) and a unique \(r\ge 0\) with

\[
u=e^{i(s+t)}\cosh r,\qquad v=e^{i(s-t)}\sinh r .
\]

You read off \(r=\ln(|u|+|v|)\), and one valid choice of the angles is \(s=(\arg u+\arg v)/2\), \(t=(\arg u-\arg v)/2\), with any value for \(\arg v\) if \(v=0\).

**Q:** Derive it for me by hand first. Where does the constraint come from?

**A:** From the commutator. Put \(a'=ua+va^\dagger\) and \(a'^\dagger=v^*a+u^*a^\dagger\). The terms with \([a,a]\) and \([a^\dagger,a^\dagger]\) vanish, which leaves

\[
[a',a'^\dagger]=uu^*[a,a^\dagger]+vv^*[a^\dagger,a]=(|u|^2-|v|^2)\,[a,a^\dagger].
\]

With \([a,a^\dagger]=1\), the commutator is preserved exactly when the factor is 1.

Next, write the transformation as a matrix on the column \((a,a^\dagger)\), with rows \((u,v)\) and \((v^*,u^*)\). Multiplying two such matrices gives the coefficients

\[
(u,v)\cdot(u',v')=(uu'+vv'^*,\;uv'+vu'^*).
\]

A phase shifter is \((e^{is},0)\) and a squeezer is \((\cosh r,\sinh r)\). Their product is \((e^{is}\cosh r,\,e^{is}\sinh r)\). Multiplying by \((e^{it},0)\) on the right gives \((e^{i(s+t)}\cosh r,\,e^{i(s-t)}\sinh r)\), where the minus sign comes from \(u'^*=e^{-it}\).

For existence, choose \(r\ge 0\) with \(\sinh r=|v|\). Then \(\cosh^2 r=1+|v|^2=|u|^2\), and both \(\cosh r\) and \(|u|\) are nonnegative, so \(\cosh r=|u|\). The angles above satisfy \(s+t=\arg u\) and \(s-t=\arg v\), so the polar forms of \(u\) and \(v\) are the required expressions. If \(v=0\), then \(\sinh r=0\) and any value will do for \(\arg v\).

For uniqueness, take moduli in any such decomposition with \(r\ge 0\): \(|u|+|v|=\cosh r+\sinh r=e^r\). Conversely, the product form gives \(|u|^2-|v|^2=\cosh^2 r-\sinh^2 r=1\).

**Q:** Now the formal version. I suspect it is about matrices and has lost the oscillator.

**A:** The main theorem is indeed about matrices. Here is the one that stands for the transformation.

```lean
import Mathlib

open ComplexConjugate

namespace SingleModeBlochMessiah

noncomputable section

/-- The matrix of the one-mode transformation `a ↦ u a + v a†`, `a† ↦ v* a + u* a†`. -/
def bogoliubov (u v : ℂ) : Matrix (Fin 2) (Fin 2) ℂ :=
  !![u, v; conj v, conj u]
```

`conj` is complex conjugation. The second row is fixed by the first, which encodes the requirement that the image of \(a^\dagger\) be the adjoint of the image of \(a\). The two optical elements are special cases.

```lean
/-- The phase shifter `a ↦ exp(is) a`. -/
def phaseShift (s : ℝ) : Matrix (Fin 2) (Fin 2) ℂ :=
  bogoliubov (Complex.exp (s * Complex.I)) 0

/-- The squeezer `a ↦ cosh r a + sinh r a†`. -/
def squeezer (r : ℝ) : Matrix (Fin 2) (Fin 2) ℂ :=
  bogoliubov (Real.cosh r : ℂ) (Real.sinh r : ℂ)
```

These fix the conventions: a phase shift multiplies \(a\) by \(e^{is}\), and a squeezer with \(r>0\) has a positive coefficient on \(a^\dagger\). In a product, the rightmost matrix acts first on the column.

**Q:** And the operators themselves?

**A:** They enter through the action on a pair `x`, where `x 0` plays \(a\) and `x 1` plays \(a^\dagger\).

```lean
/-- The action of a 2×2 matrix on a pair of operators, such as `(a, a†)`. -/
def transform {A : Type*} [Ring A] [Algebra ℂ A] (M : Matrix (Fin 2) (Fin 2) ℂ)
    (x : Fin 2 → A) (i : Fin 2) : A :=
  M i 0 • x 0 + M i 1 • x 1
```

The algebra `A` is any complex algebra, so it may be the one generated by \(a\) and \(a^\dagger\) with \([a,a^\dagger]=1\). No finite truncation of Fock space is involved; the \(2\times2\) size counts operators, not states.

```lean
/-- A one-mode transformation with coefficients `u, v` multiplies the commutator of the
pair of operators by `|u|² - |v|²`. -/
theorem commutator_transform {A : Type*} [Ring A] [Algebra ℂ A] (u v : ℂ) (x : Fin 2 → A) :
    transform (bogoliubov u v) x 0 * transform (bogoliubov u v) x 1
      - transform (bogoliubov u v) x 1 * transform (bogoliubov u v) x 0
      = ((‖u‖ : ℂ) ^ 2 - (‖v‖ : ℂ) ^ 2) • (x 0 * x 1 - x 1 * x 0) := by
  have h0 : transform (bogoliubov u v) x 0 = u • x 0 + v • x 1 := by
    simp [transform, bogoliubov]
  have h1 : transform (bogoliubov u v) x 1 = conj v • x 0 + conj u • x 1 := by
    simp [transform, bogoliubov]
  have hn (z : ℂ) : (‖z‖ : ℂ) ^ 2 = z * conj z := by
    rw [Complex.mul_conj, Complex.normSq_eq_norm_sq, Complex.ofReal_pow]
  rw [h0, h1, hn u, hn v]
  simp only [add_mul, mul_add, smul_mul_smul_comm]
  module
```

This is the commutator computation above, for any two elements, with no commutation relation assumed. `h0` and `h1` write out the transformed pair, `hn` replaces \(|z|^2\) by \(zz^*\), and `module` collects the coefficients after the products are expanded. The decomposition theorem doesn't call on this result; its role is to connect the numerical constraint to the physics.

**Q:** Then show me the decomposition, starting with the composition rule.

**A:** It is checked entry by entry. The second row comes out as the conjugate pattern again, so products stay within the family.

```lean
/-- The product of two one-mode transformation matrices, in terms of their coefficients. -/
theorem bogoliubov_mul (u v u' v' : ℂ) :
    bogoliubov u v * bogoliubov u' v'
      = bogoliubov (u * u' + v * conj v') (u * v' + v * conj u') := by
  ext i j
  fin_cases i <;> fin_cases j <;>
    simp [bogoliubov, Matrix.mul_apply, Fin.sum_univ_succ] <;> ring
```

Equality of two matrices reduces to equality of their top rows.

```lean
/-- Two one-mode transformations agree exactly when their coefficients agree. -/
theorem bogoliubov_inj (u v u' v' : ℂ) :
    bogoliubov u v = bogoliubov u' v' ↔ u = u' ∧ v = v' := by
  constructor
  · intro h
    exact ⟨by simpa [bogoliubov] using congrFun (congrFun h 0) 0,
      by simpa [bogoliubov] using congrFun (congrFun h 0) 1⟩
  · rintro ⟨rfl, rfl⟩
    rfl
```

Applying the composition rule twice gives the coefficients of phase shift, squeezer, phase shift. Here `hc` supplies \((e^{it})^*=e^{-it}\), while `e1` and `e2` split the exponentials of \(s+t\) and \(s-t\).

```lean
/-- The coefficients of a squeezer placed between two phase shifters. -/
theorem phase_squeeze_phase (s r t : ℝ) :
    phaseShift s * squeezer r * phaseShift t
      = bogoliubov (Complex.exp ((s + t : ℝ) * Complex.I) * (Real.cosh r : ℂ))
          (Complex.exp ((s - t : ℝ) * Complex.I) * (Real.sinh r : ℂ)) := by
  have hc : conj (Complex.exp (t * Complex.I)) = Complex.exp (-(t * Complex.I)) := by
    rw [← Complex.exp_conj]
    simp
  have e1 : Complex.exp ((s + t : ℝ) * Complex.I)
      = Complex.exp (s * Complex.I) * Complex.exp (t * Complex.I) := by
    rw [← Complex.exp_add]
    congr 1
    push_cast
    ring
  have e2 : Complex.exp ((s - t : ℝ) * Complex.I)
      = Complex.exp (s * Complex.I) * Complex.exp (-(t * Complex.I)) := by
    rw [← Complex.exp_add]
    congr 1
    push_cast
    ring
  unfold phaseShift squeezer
  rw [bogoliubov_mul, bogoliubov_mul, map_zero (starRingEnd ℂ), hc, e1, e2]
  congr 1 <;> ring
```

**Q:** Where is \(r\) pinned down?

**A:** By taking moduli. A phase factor drops out and leaves the absolute value of the real amplitude. For \(r\ge0\) both amplitudes are nonnegative, and their sum is \(e^r\).

```lean
/-- A phase factor times a real amplitude `c` has modulus `|c|`. -/
theorem norm_phase_mul (x c : ℝ) : ‖Complex.exp (x * Complex.I) * (c : ℂ)‖ = |c| := by
  rw [norm_mul, Complex.norm_exp_ofReal_mul_I, one_mul, Complex.norm_real, Real.norm_eq_abs]

/-- The squeezing parameter `r ≥ 0` is read off from the moduli of the coefficients:
`exp r = |u| + |v|`. -/
theorem exp_squeezing {u v : ℂ} {r s t : ℝ} (hr : 0 ≤ r)
    (h : bogoliubov u v = phaseShift s * squeezer r * phaseShift t) :
    Real.exp r = ‖u‖ + ‖v‖ := by
  rw [phase_squeeze_phase, bogoliubov_inj] at h
  rw [h.1, h.2, norm_phase_mul, norm_phase_mul, abs_of_pos (Real.cosh_pos r),
    abs_of_nonneg (Real.sinh_nonneg_iff.2 hr), Real.cosh_add_sinh]
```

The existence argument then follows the hand derivation. `Real.arsinh` supplies \(r\), `hc` obtains \(\cosh r=|u|\) from the constraint, and `hex` inserts the half-sum and half-difference of the arguments. `key` says that every admissible parameter has exponential \(|u|+|v|\), so injectivity of the exponential gives uniqueness.

```lean
/-- Coefficients with `|u|² - |v|² = 1` have the form `u = exp(i(s+t)) cosh r`,
`v = exp(i(s-t)) sinh r` with real `s, t` and a unique `r ≥ 0`. -/
theorem coefficients_form (u v : ℂ) (h : ‖u‖ ^ 2 - ‖v‖ ^ 2 = 1) :
    ∃! r : ℝ, 0 ≤ r ∧ ∃ s t : ℝ,
      u = Complex.exp ((s + t : ℝ) * Complex.I) * (Real.cosh r : ℂ) ∧
      v = Complex.exp ((s - t : ℝ) * Complex.I) * (Real.sinh r : ℂ) := by
  -- the modulus of v fixes r, and the constraint then fixes the modulus of u
  obtain ⟨r, hs⟩ : ∃ r : ℝ, Real.sinh r = ‖v‖ := ⟨Real.arsinh ‖v‖, Real.sinh_arsinh _⟩
  have hr : 0 ≤ r := by
    rw [← Real.sinh_nonneg_iff, hs]
    exact norm_nonneg v
  have hc : Real.cosh r = ‖u‖ := by
    have h2 := Real.cosh_sq r
    rw [hs] at h2
    exact (sq_eq_sq₀ (Real.cosh_pos r).le (norm_nonneg u)).1 (by linarith)
  -- the arguments of u and v are s + t and s - t
  have hex : ∃ s t : ℝ,
      u = Complex.exp ((s + t : ℝ) * Complex.I) * (Real.cosh r : ℂ) ∧
      v = Complex.exp ((s - t : ℝ) * Complex.I) * (Real.sinh r : ℂ) := by
    refine ⟨(u.arg + v.arg) / 2, (u.arg - v.arg) / 2, ?_, ?_⟩
    · rw [show (u.arg + v.arg) / 2 + (u.arg - v.arg) / 2 = u.arg by ring, hc]
      linear_combination -(Complex.norm_mul_exp_arg_mul_I u)
    · rw [show (u.arg + v.arg) / 2 - (u.arg - v.arg) / 2 = v.arg by ring, hs]
      linear_combination -(Complex.norm_mul_exp_arg_mul_I v)
  have key : ∀ y : ℝ, 0 ≤ y → (∃ s t : ℝ,
      u = Complex.exp ((s + t : ℝ) * Complex.I) * (Real.cosh y : ℂ) ∧
      v = Complex.exp ((s - t : ℝ) * Complex.I) * (Real.sinh y : ℂ)) →
      Real.exp y = ‖u‖ + ‖v‖ := by
    rintro y hy ⟨s, t, huv⟩
    refine exp_squeezing (s := s) (t := t) hy ?_
    rw [phase_squeeze_phase, bogoliubov_inj]
    exact huv
  refine ⟨r, ⟨hr, hex⟩, ?_⟩
  rintro y ⟨hy, hy'⟩
  exact Real.exp_injective ((key y hy hy').trans (key r hr hex).symm)
```

**Q:** What exactly does the final theorem say?

**A:** For any complex `u` and `v`, the condition \(|u|^2-|v|^2=1\) holds if and only if there is exactly one real \(r\ge0\) for which some real \(s,t\) make the matrix equal to phase shift times squeezer times phase shift.

```lean
/-- Single-mode Bloch-Messiah decomposition: `|u|² - |v|² = 1` holds exactly when the
transformation is a phase shift, a squeezer and a phase shift in succession, with a unique
squeezing parameter `r ≥ 0`. -/
theorem bloch_messiah (u v : ℂ) :
    ‖u‖ ^ 2 - ‖v‖ ^ 2 = 1 ↔
      ∃! r : ℝ, 0 ≤ r ∧ ∃ s t : ℝ,
        bogoliubov u v = phaseShift s * squeezer r * phaseShift t := by
  simp only [phase_squeeze_phase, bogoliubov_inj]
  constructor
  · exact coefficients_form u v
  · rintro ⟨r, ⟨-, s, t, hu, hv⟩, -⟩
    rw [hu, hv, norm_phase_mul, norm_phase_mul, sq_abs, sq_abs, Real.cosh_sq]
    ring
```

The `simp only` line turns the matrix equation into the two coefficient equations. One direction is then `coefficients_form`; the other takes moduli and uses \(\cosh^2 r=1+\sinh^2 r\).

**Q:** The name Bloch–Messiah usually promises more than one mode.

**A:** For many modes, the outer factors are passive interferometers that mix the modes, and the middle one is a row of independent squeezers. With a single mode an interferometer is only a phase, so the matrix factorisation used there shrinks to polar forms and a hyperbolic identity. Displacements, which add a complex constant \(\alpha\) as in \(a\mapsto ua+va^\dagger+\alpha\), are absent too, as are the unitary operators on Fock space that would implement these transformations.

**Q:** Why does the uniqueness cover \(r\) and not the angles?

**A:** Because the angles aren't unique. Placing \(s\) and \(t\) under the same "exactly one" as \(r\) would make the statement false: adding \(\pi\) to both angles changes \(s+t\) by \(2\pi\), leaves \(s-t\) alone, and gives the same transformation. The condition \(r\ge0\) matters as well, since replacing \((s,r,t)\) by \((s+\pi/2,-r,t-\pi/2)\) also changes nothing.

For fixed \(r\neq0\) the freedom in the angles is known completely. Both \(\cosh r\) and \(\sinh r\) are nonzero, so they can be cancelled, and the two phase factors must agree separately:

\[
s+t=s'+t'+2\pi m,\qquad s-t=s'-t'+2\pi n
\]

with integers \(m,n\). Half the sum and half the difference give \(s=s'+(m+n)\pi\) and \(t=t'+(m-n)\pi\). In the code, `hexp` provides the integers and `linear_combination` does the halving. At \(r=0\) the second equation disappears, and only \(s+t\) is determined, up to multiples of \(2\pi\).

```lean
/-- For nonzero squeezing, two choices of phase shifts give the same transformation exactly
when they differ by `(m + n)π` and `(m - n)π` with integers `m, n`. -/
theorem phases_unique {r : ℝ} (hr : r ≠ 0) (s t s' t' : ℝ) :
    phaseShift s * squeezer r * phaseShift t = phaseShift s' * squeezer r * phaseShift t' ↔
      ∃ m n : ℤ, s = s' + (m + n) * Real.pi ∧ t = t' + (m - n) * Real.pi := by
  have hexp (x y : ℝ) : Complex.exp (x * Complex.I) = Complex.exp (y * Complex.I) ↔
      ∃ n : ℤ, x = y + n * (2 * Real.pi) := by
    rw [Complex.exp_eq_exp_iff_exists_int]
    refine exists_congr fun n => ⟨fun h => ?_, fun h => ?_⟩
    · simpa using congrArg Complex.im h
    · rw [h]
      push_cast
      ring
  have hc : (Real.cosh r : ℂ) ≠ 0 := Complex.ofReal_ne_zero.2 (Real.cosh_pos r).ne'
  have hs : (Real.sinh r : ℂ) ≠ 0 := Complex.ofReal_ne_zero.2
    fun h => hr (Real.sinh_injective (h.trans Real.sinh_zero.symm))
  -- both amplitudes are nonzero, so the two phase factors must agree separately
  rw [phase_squeeze_phase, phase_squeeze_phase, bogoliubov_inj, mul_left_inj' hc,
    mul_left_inj' hs, hexp, hexp]
  constructor
  · rintro ⟨⟨m, hm⟩, ⟨n, hn⟩⟩
    exact ⟨m, n, by linear_combination (hm + hn) / 2, by linear_combination (hm - hn) / 2⟩
  · rintro ⟨m, n, h1, h2⟩
    exact ⟨⟨m, by linear_combination h1 + h2⟩, ⟨n, by linear_combination h1 - h2⟩⟩

end

end SingleModeBlochMessiah
```

```lean
#print axioms SingleModeBlochMessiah.commutator_transform
#print axioms SingleModeBlochMessiah.phase_squeeze_phase
#print axioms SingleModeBlochMessiah.bloch_messiah
#print axioms SingleModeBlochMessiah.phases_unique
```

```
'SingleModeBlochMessiah.commutator_transform' depends on axioms: [propext, Classical.choice, Quot.sound]
'SingleModeBlochMessiah.phase_squeeze_phase' depends on axioms: [propext, Classical.choice, Quot.sound]
'SingleModeBlochMessiah.bloch_messiah' depends on axioms: [propext, Classical.choice, Quot.sound]
'SingleModeBlochMessiah.phases_unique' depends on axioms: [propext, Classical.choice, Quot.sound]
```

**Q:** Does the argument carry over if the sign in the constraint changes?

**A:** Yes, with trigonometric functions in place of hyperbolic ones. If \(|u|^2+|v|^2=1\), there is a unique \(\theta\in[0,\pi/2]\) with \(|u|=\cos\theta\) and \(|v|=\sin\theta\), and the same half-sum and half-difference of arguments give \(u=e^{i(s+t)}\cos\theta\) and \(v=e^{i(s-t)}\sin\theta\). The matrix with rows \((u,v)\) and \((-v^*,u^*)\) is then a phase matrix, a real rotation and a phase matrix, which describes a lossless beam splitter between two modes up to an overall phase. That variant is a derivation by hand; the Lean code above treats only the minus sign.
